# Derivative of an energy-like function from a bound on its tangent error

Let `F` and `g` be real functions of a real parameter, and suppose that for every `x` the error of the linear estimate, |F(x) − F(a) − (x − a)g(a)|, is at most |(x − a)(g(x) − g(a))|. The lemma says that if `g` is continuous at `a`, then `F` is differentiable there with derivative `g a`. In physics one may read `F` as an energy depending on a parameter and `g` as a candidate for its slope, but the statement assumes no Hamiltonian or quantum state. The proof divides the bound by |x − a| for x ≠ a, so that the distance from the difference quotient to `g a` is squeezed by |g(x) − g(a)|, which tends to zero.

The first attempt, which Lean rejects:

```lean
import Mathlib

open Matrix Filter Topology

namespace HasDerivAtOfTangent

noncomputable section

/-- If the error of the linear estimate with slope `g a` is at most the displacement times the
change of `g`, and `g` is continuous at `a`, then `g a` is the derivative at `a`. -/
theorem hasDerivAt_of_tangent {F g : ℝ → ℝ} {a : ℝ}
    (h : ∀ x, |F x - F a - (x - a) * g a| ≤ |(x - a) * (g x - g a)|)
    (hg : ContinuousAt g a) : HasDerivAt F (g a) a := by
  rw [hasDerivAt_iff_tendsto_slope, tendsto_iff_dist_tendsto_zero]
  have h1 := (tendsto_iff_dist_tendsto_zero.1 hg.tendsto).mono_left
    (nhdsWithin_le_nhds (s := {a}ᶜ))
  refine squeeze_zero' (Eventually.of_forall fun _ => dist_nonneg) ?_ h1
  filter_upwards [self_mem_nhdsWithin] with x hx
  have hx' : x - a ≠ 0 := sub_ne_zero.2 hx
  have h2 : (F x - F a) / (x - a) - g a = (F x - F a - (x - a) * g a) / (x - a) := by
    rw [sub_div, mul_div_cancel_left₀ _ hx']
  rw [Real.dist_eq, Real.dist_eq, slope_def_field, h2, abs_div,
    div_le_iff₀ (abs_pos.2 hx'), mul_comm, ← abs_mul]
  exact h x

end

end HasDerivAtOfTangent
```

Lean reports:

```
Main.lean:21:17: error: Tactic `rewrite` failed: Did not find an occurrence of the pattern
  (x - a) * ?m.199 / (x - a)
in the target expression
  F x / (x - a) - F a / (x - a) - g a = (F x - F a - (x - a) * g a) / (x - a)

F g : ℝ → ℝ
a : ℝ
h : ∀ (x : ℝ), |F x - F a - (x - a) * g a| ≤ |(x - a) * (g x - g a)|
hg : ContinuousAt g a
h1 : Tendsto (fun b => dist (g b) (g a)) (𝓝[≠] a) (𝓝 0)
x : ℝ
hx : x ∈ {a}ᶜ
hx' : x - a ≠ 0
⊢ F x / (x - a) - F a / (x - a) - g a = (F x - F a - (x - a) * g a) / (x - a)
Main.lean:24:2: error: Type mismatch
  h x
has type
  |F x - F a - (x - a) * g a| ≤ |(x - a) * (g x - g a)|
but is expected to have type
  |F x - F a - g a * (x - a)| ≤ |(g x - g a) * (x - a)|
```

As a diff, the version that Lean accepts:

```diff
@@ -19,7 +19,7 @@
   have hx' : x - a ≠ 0 := sub_ne_zero.2 hx
   have h2 : (F x - F a) / (x - a) - g a = (F x - F a - (x - a) * g a) / (x - a) := by
-    rw [sub_div, mul_div_cancel_left₀ _ hx']
+    rw [sub_div (F x - F a) ((x - a) * g a) (x - a), mul_div_cancel_left₀ _ hx']
   rw [Real.dist_eq, Real.dist_eq, slope_def_field, h2, abs_div,
-    div_le_iff₀ (abs_pos.2 hx'), mul_comm, ← abs_mul]
+    div_le_iff₀ (abs_pos.2 hx'), ← abs_mul, mul_comm (g x - g a) (x - a)]
   exact h x
 
```

Both errors come from a `rw` with a general lemma that took hold of the wrong term.

In `h2`, `sub_div` was meant to split the fraction on the right, but its pattern first matched `(F x - F a) / (x - a)` on the left. The right side stayed whole, so `mul_div_cancel_left₀` found no quotient `(x - a) * _ / (x - a)` to cancel. With its arguments given, `sub_div` splits the right-hand fraction, and the cancellation then leaves `g a`.

In the last `rw`, `mul_comm` was meant to swap the factors on the right of the inequality. It swapped `(x - a) * g a` inside the left absolute value instead, and the product on the right kept its old order. Both sides therefore differed from `h x`, and `exact` does not identify real products up to commutativity. The repair first joins the absolute values with `← abs_mul`, then names the factors `g x - g a` and `x - a` in `mul_comm`, so only the intended product is swapped and the goal is exactly `h x`.
